# The trace of \(D\otimes D\otimes D\) on antisymmetric three-electron tensors

## Orbital tensors and index conventions

Let \(D\) be a complex square matrix with entries \(D_{ia}\), whose indices run over a finite set of \(N\) orbitals. In Lean the set is the type `n`. No unitarity or invertibility is assumed.

```lean
import Mathlib

open Matrix
open scoped Kronecker

namespace ThreeElectronQuartet

noncomputable section
```

A three-index tensor \(T_{ijk}\) holds the orbital amplitudes of three particles. It is a function on triples, and since `n × n × n` means `n × (n × n)`, the indices of a triple `p` are `p.1`, `p.2.1` and `p.2.2`.

```lean
/-- Three-index tensors: the orbital amplitudes of three particles. -/
abbrev Tensor3 (n : Type*) := n × n × n → ℂ
```

Write \(D^{\otimes3}\) for \(D\otimes D\otimes D\). It transforms every index by the same matrix:
\[
(D^{\otimes3}T)_{ijk}=\sum_{a,b,c}D_{ia}D_{jb}D_{kc}\,T_{abc}.
\]

```lean
/-- The action of `D ⊗ D ⊗ D` on three-index tensors. -/
def tensorCube {n : Type*} [Fintype n] (D : Matrix n n ℂ) : Tensor3 n →ₗ[ℂ] Tensor3 n :=
  Matrix.mulVecLin (D ⊗ₖ (D ⊗ₖ D))
```

For a map \(s\) from triples to triples, the operator \(P_s\) reads a tensor at rearranged indices, \((P_sT)(p)=T(s(p))\). Lean accepts any \(s\), bijective or not.

```lean
/-- The operator that reads a tensor at rearranged indices. -/
def permute {n : Type*} (s : n × n × n → n × n × n) : Tensor3 n →ₗ[ℂ] Tensor3 n :=
  LinearMap.funLeft ℂ ℂ s
```

The cyclic shift \(C\) is the case \((CT)_{ijk}=T_{jki}\).

```lean
/-- The cyclic index shift, `(C T)(i,j,k) = T(j,k,i)`. -/
def cyclicShift {n : Type*} : Tensor3 n →ₗ[ℂ] Tensor3 n :=
  permute fun p => (p.2.1, p.2.2, p.1)
```

A tensor is totally antisymmetric if \(T_{jik}=-T_{ijk}\) and \(T_{ikj}=-T_{ijk}\) for all indices. These two neighbouring exchanges generate all permutations of three indices. The tensors form a subspace, `antisym n`; the proofs inside the definition check closure under sums and multiples.

In a three-electron quartet, \(S=3/2\), the spin function is totally symmetric, so the orbital part is totally antisymmetric. Spin itself does not appear in the Lean code, and neither does a symmetry group: \(D\) stands for the matrix of one operation.

```lean
/-- The totally antisymmetric tensors: exchanging the first two or the last two indices
changes the sign. -/
def antisym (n : Type*) : Submodule ℂ (Tensor3 n) where
  carrier := {T | ∀ i j k, T (j, i, k) = -T (i, j, k) ∧ T (i, k, j) = -T (i, j, k)}
  zero_mem' := fun i j k => by simp
  add_mem' := fun {S T} hS hT i j k => by
    simp only [Pi.add_apply]
    exact ⟨by linear_combination (hS i j k).1 + (hT i j k).1,
      by linear_combination (hS i j k).2 + (hT i j k).2⟩
  smul_mem' := fun c T hT i j k => by
    simp only [Pi.smul_apply, smul_eq_mul]
    exact ⟨by linear_combination c * (hT i j k).1, by linear_combination c * (hT i j k).2⟩
```

The antisymmetrizer \(A\) is the signed mean of the six rearrangements:
\[
(AT)_{ijk}=\tfrac16\,(T_{ijk}-T_{jik}-T_{ikj}-T_{kji}+T_{jki}+T_{kij}).
\]

```lean
/-- The antisymmetrizer: the signed mean of the six index rearrangements. -/
def antisymmetrizer {n : Type*} : Tensor3 n →ₗ[ℂ] Tensor3 n :=
  (1 / 6 : ℂ) • (permute (fun p => p) - permute (fun p => (p.2.1, p.1, p.2.2))
    - permute (fun p => (p.1, p.2.2, p.2.1)) - permute (fun p => (p.2.2, p.2.1, p.1))
    + permute (fun p => (p.2.1, p.2.2, p.1)) + permute (fun p => (p.2.2, p.1, p.2.1)))
```

## (a) The antisymmetrizer as a projection

**Task.** Show that \(AT\) is antisymmetric for every \(T\), and that \(AT=T\) if \(T\) is already antisymmetric.

**Solution.** Exchanging \(i\) and \(j\) gives
\[
6(AT)_{jik}=T_{jik}-T_{ijk}-T_{jki}-T_{kij}+T_{ikj}+T_{kji}=-6(AT)_{ijk},
\]
and exchanging \(j\) and \(k\) works in the same way. If \(T\) is antisymmetric, the three single exchanges give \(-T_{ijk}\) and the two cyclic rearrangements give \(+T_{ijk}\). The bracket is then \(6T_{ijk}\).

In Lean, `ha` is the component formula. The first claim follows by `ring`, the second by a `linear_combination` of sign rules.

```lean
/-- The antisymmetrizer maps every tensor to an antisymmetric one and leaves antisymmetric
tensors unchanged. -/
theorem antisymmetrizer_projects {n : Type*} (T : Tensor3 n) :
    antisymmetrizer T ∈ antisym n ∧ (T ∈ antisym n → antisymmetrizer T = T) := by
  have ha : ∀ i j k, antisymmetrizer T (i, j, k) = (1 / 6 : ℂ) * (T (i, j, k) - T (j, i, k)
      - T (i, k, j) - T (k, j, i) + T (j, k, i) + T (k, i, j)) := fun _ _ _ => rfl
  constructor
  · intro i j k
    constructor <;> (simp only [ha]; ring)
  · intro h
    funext ⟨i, j, k⟩
    rw [ha]
    -- every rearranged component is plus or minus the original one
    linear_combination (1 / 6 : ℂ) * (-(h k i j).2 + 2 * (h i k j).1 - 3 * (h i j k).2
      + (h j i k).2 - 2 * (h i j k).1)
```

## (b) Antisymmetry is preserved

**Task.** Show that \(D^{\otimes3}\) maps antisymmetric tensors to antisymmetric tensors.

**Solution.** Rename \(a\leftrightarrow b\) in the sum and use the antisymmetry of \(T\):
\[
(D^{\otimes3}T)_{jik}=\sum_{a,b,c}D_{jb}D_{ia}D_{kc}\,T_{bac}=-(D^{\otimes3}T)_{ijk}.
\]
Renaming \(b\leftrightarrow c\) settles the other exchange. The renaming is `Finset.sum_comm` in the proof, and `hc` is the component formula.

```lean
variable {n : Type*} [Fintype n]

/-- Transforming all three particles by `D` keeps an antisymmetric tensor antisymmetric. -/
theorem tensorCube_mem (D : Matrix n n ℂ) :
    ∀ T ∈ antisym n, tensorCube D T ∈ antisym n := by
  intro T h
  have hc : ∀ i j k, tensorCube D T (i, j, k)
      = ∑ a, ∑ b, ∑ c, D i a * (D j b * D k c) * T (a, b, c) := by
    intro i j k
    simp only [tensorCube, Matrix.mulVecLin_apply, Matrix.mulVec, dotProduct,
      Fintype.sum_prod_type, Matrix.kroneckerMap_apply]
  intro i j k
  simp only [hc, ← Finset.sum_neg_distrib]
  constructor
  · -- rename the first two summation indices
    refine Finset.sum_comm.trans ?_
    refine Finset.sum_congr rfl fun x _ => Finset.sum_congr rfl fun y _ =>
      Finset.sum_congr rfl fun c _ => ?_
    linear_combination (D j y * D i x * D k c) * (h x y c).1
  · -- rename the last two summation indices
    refine Finset.sum_congr rfl fun a _ => Finset.sum_comm.trans ?_
    refine Finset.sum_congr rfl fun x _ => Finset.sum_congr rfl fun y _ => ?_
    linear_combination (D i a * D k y * D j x) * (h a x y).2
```

The restriction of \(D^{\otimes3}\) to the antisymmetric subspace is therefore a well-defined linear map, and its trace is the quartet character.

```lean
/-- The restriction of `D ⊗ D ⊗ D` to the totally antisymmetric tensors. -/
def quartetAction (D : Matrix n n ℂ) : antisym n →ₗ[ℂ] antisym n :=
  (tensorCube D).restrict (tensorCube_mem D)
```

## (c) Successive transformations

**Task.** Show that \((DE)^{\otimes3}=D^{\otimes3}E^{\otimes3}\).

**Solution.** Each index is transformed separately, first by \(E\) and then by \(D\), so each carries the matrix \(DE\). Lean uses the corresponding product rule for Kronecker products.

```lean
/-- Carrying out two transformations in turn on three particles is the same as carrying out
their product. -/
theorem tensorCube_mul (D E : Matrix n n ℂ) :
    tensorCube (D * E) = tensorCube D ∘ₗ tensorCube E := by
  simp only [tensorCube, Matrix.mul_kronecker_mul, Matrix.mulVecLin_mul]
```

## (d) The trace with rearranged indices

**Task.** Write \(\operatorname{tr}(P_sD^{\otimes3})\) as a sum over orbitals.

**Solution.** The matrix element of \(P_sD^{\otimes3}\) between triples \(p\) and \(q\) is that of \(D^{\otimes3}\) between \(s(p)\) and \(q\). Setting \(q=p=(i,j,k)\) and summing gives
\[
\operatorname{tr}(P_sD^{\otimes3})=\sum_{i,j,k}D_{s_1i}D_{s_2j}D_{s_3k},\qquad (s_1,s_2,s_3)=s(i,j,k).
\]
The proof evaluates the linear-map trace in the standard basis of tensors.

```lean
/-- The trace of an index rearrangement composed with `D ⊗ D ⊗ D`, as a sum over orbitals. -/
theorem trace_permute_comp (D : Matrix n n ℂ) (s : n × n × n → n × n × n) :
    LinearMap.trace ℂ (Tensor3 n) (permute s ∘ₗ tensorCube D) =
      ∑ i, ∑ j, ∑ k, D (s (i, j, k)).1 i * (D (s (i, j, k)).2.1 j * D (s (i, j, k)).2.2 k) := by
  classical
  rw [LinearMap.trace_eq_matrix_trace ℂ (Pi.basisFun ℂ (n × n × n))]
  simp [Matrix.trace, permute, tensorCube, LinearMap.funLeft_apply, Fintype.sum_prod_type]
```

## (e) The cyclic shift

**Task.** Show that \(\operatorname{tr}(CD^{\otimes3})=\operatorname{tr}D^3\).

**Solution.** With \(s(i,j,k)=(j,k,i)\), part (d) gives
\[
\sum_{i,j,k}D_{ji}D_{kj}D_{ik}=\sum_{i,j,k}D_{ik}D_{kj}D_{ji}=\operatorname{tr}D^3.
\]
Lean expands the matrix power and compares the sums term by term.

```lean
variable [DecidableEq n]

/-- The cyclic index shift composed with `D ⊗ D ⊗ D` has trace `tr D³`. -/
theorem trace_cyclicShift (D : Matrix n n ℂ) :
    LinearMap.trace ℂ (Tensor3 n) (cyclicShift ∘ₗ tensorCube D) = (D ^ 3).trace := by
  rw [cyclicShift, trace_permute_comp]
  simp only [pow_succ, pow_zero, one_mul, Matrix.trace, Matrix.diag_apply, Matrix.mul_apply,
    Finset.sum_mul]
  refine Finset.sum_congr rfl fun i _ => Finset.sum_congr rfl fun j _ =>
    Finset.sum_congr rfl fun k _ => ?_
  ring
```

## (f) The quartet character

**Task.** Show that the restriction of \(D^{\otimes3}\) to antisymmetric tensors has trace
\[
\chi(D)=\tfrac16\left[(\operatorname{tr}D)^3-3\operatorname{tr}D\,\operatorname{tr}D^2+2\operatorname{tr}D^3\right].
\]

**Solution.** Let \(\iota\) be the inclusion of the antisymmetric subspace, and let \(Q\) be \(A\) regarded as a map into that subspace, so that \(\iota Q=A\). By (a) and (b) the restriction equals \(QD^{\otimes3}\iota\). Cyclicity of the trace gives
\[
\chi(D)=\operatorname{tr}(QD^{\otimes3}\iota)=\operatorname{tr}(\iota QD^{\otimes3})=\operatorname{tr}(AD^{\otimes3}).
\]
By (d), the identity contributes \((\operatorname{tr}D)^3\). Each of the three exchanges contributes \(\operatorname{tr}D\,\operatorname{tr}D^2\) with a minus sign; for \((j,i,k)\), for instance, the sum is \(\sum D_{ji}D_{ij}D_{kk}\). Each of the two cyclic rearrangements contributes \(\operatorname{tr}D^3\). The factor \(1/6\) completes the formula.

In the proof, `h1` and `h2` are the two factorizations, and `e0` to `e5` are the six sums.

If \(D\) represents a point-group operation in a degenerate shell, \(\chi(D)\) is the orbital character used to find the quartet terms of three electrons in that shell, within a finite orbital model without spin-orbit coupling.

```lean
/-- The three-electron quartet character: on totally antisymmetric orbital tensors,
`D ⊗ D ⊗ D` has trace `((tr D)³ - 3 tr D tr D² + 2 tr D³) / 6`. -/
theorem quartet_character (D : Matrix n n ℂ) :
    LinearMap.trace ℂ (antisym n) (quartetAction D) =
      (D.trace ^ 3 - 3 * D.trace * (D ^ 2).trace + 2 * (D ^ 3).trace) / 6 := by
  -- the restriction factors through the antisymmetrizer
  let Q : Tensor3 n →ₗ[ℂ] antisym n :=
    antisymmetrizer.codRestrict (antisym n) fun T => (antisymmetrizer_projects T).1
  have h1 : quartetAction D = (Q ∘ₗ tensorCube D) ∘ₗ (antisym n).subtype :=
    LinearMap.ext fun x => Subtype.ext
      ((antisymmetrizer_projects _).2 (tensorCube_mem D x x.2)).symm
  have h2 : (antisym n).subtype ∘ₗ (Q ∘ₗ tensorCube D) = antisymmetrizer ∘ₗ tensorCube D :=
    LinearMap.ext fun _ => rfl
  rw [h1, LinearMap.trace_comp_comm', h2]
  -- the six contributions
  have s1 : D.trace = ∑ i, D i i := rfl
  have s2 : (D ^ 2).trace = ∑ i, ∑ j, D j i * D i j := by
    simp only [pow_two, Matrix.trace, Matrix.diag_apply, Matrix.mul_apply, mul_comm]
  have e0 : ∑ i, ∑ j, ∑ k, D i i * (D j j * D k k) = D.trace * (D.trace * D.trace) := by
    rw [s1]
    simp only [Finset.sum_mul]
    simp only [Finset.mul_sum]
  have e1 : ∑ i, ∑ j, ∑ k, D j i * (D i j * D k k) = (D ^ 2).trace * D.trace := by
    rw [s1, s2]
    simp only [Finset.sum_mul]
    simp only [Finset.mul_sum, mul_assoc]
  have e2 : ∑ i, ∑ j, ∑ k, D i i * (D k j * D j k) = D.trace * (D ^ 2).trace := by
    rw [s1, s2]
    simp only [Finset.sum_mul]
    simp only [Finset.mul_sum]
  have e3 : ∑ i, ∑ j, ∑ k, D k i * (D j j * D i k) = D.trace * (D ^ 2).trace := by
    rw [← e2]
    refine Finset.sum_comm.trans ?_
    refine Finset.sum_congr rfl fun i _ => Finset.sum_congr rfl fun j _ =>
      Finset.sum_congr rfl fun k _ => ?_
    ring
  have e4 : ∑ i, ∑ j, ∑ k, D j i * (D k j * D i k) = (D ^ 3).trace := by
    rw [← trace_cyclicShift, cyclicShift, trace_permute_comp]
  have e5 : ∑ i, ∑ j, ∑ k, D k i * (D i j * D j k) = (D ^ 3).trace := by
    rw [← e4]
    refine Finset.sum_congr rfl fun i _ => Finset.sum_comm.trans ?_
    refine Finset.sum_congr rfl fun j _ => Finset.sum_congr rfl fun k _ => ?_
    ring
  simp only [antisymmetrizer, LinearMap.smul_comp, LinearMap.add_comp, LinearMap.sub_comp,
    map_smul, map_add, map_sub, trace_permute_comp, smul_eq_mul]
  rw [e0, e1, e2, e3, e4, e5]
  ring
```

## (g) Counting the antisymmetric tensors

**Task.** Find the dimension of the antisymmetric subspace.

**Solution.** For \(D=1\) the restriction is the identity, whose trace is the dimension. All three traces in (f) equal \(N\), so
\[
\dim=\frac{N^3-3N^2+2N}{6}=\frac{N(N-1)(N-2)}6.
\]
This vanishes for \(N=0,1,2\), where no quartet can be formed. Lean states the equality in the complex numbers, so the subtractions are ordinary ones.

```lean
/-- With `N` orbitals the totally antisymmetric three-index tensors form a space of dimension
`N (N - 1) (N - 2) / 6`. -/
theorem finrank_antisym :
    (Module.finrank ℂ (antisym n) : ℂ) =
      (Fintype.card n : ℂ) * (Fintype.card n - 1) * (Fintype.card n - 2) / 6 := by
  have h := quartet_character (1 : Matrix n n ℂ)
  have h1 : quartetAction (1 : Matrix n n ℂ) = LinearMap.id :=
    LinearMap.ext fun x => Subtype.ext (by
      simp [quartetAction, tensorCube, LinearMap.restrict_apply])
  rw [h1, LinearMap.trace_id] at h
  rw [h]
  simp only [one_pow, Matrix.trace_one]
  ring
```

## (h) Three orbitals

**Task.** Show that \(\chi(D)=\det D\) for \(N=3\).

**Solution.** Let \(x,y,z\) be the eigenvalues of \(D\), with multiplicity, and put \(p_m=\operatorname{tr}D^m=x^m+y^m+z^m\). Let \(q\) be the sum of the six products of one eigenvalue squared with a different one, such as \(x^2y\). Then
\[
p_1^3=p_3+3q+6xyz,\qquad p_1p_2=p_3+q,
\]
so \(p_1^3-3p_1p_2+2p_3=6xyz=6\det D\). Lean avoids eigenvalues: it expands both sides in the nine matrix entries and compares the polynomials with `ring`.

```lean
/-- For three orbitals, the quartet character is the determinant of `D`. -/
theorem quartet_character_three (D : Matrix (Fin 3) (Fin 3) ℂ) :
    LinearMap.trace ℂ (antisym (Fin 3)) (quartetAction D) = D.det := by
  rw [quartet_character, Matrix.det_fin_three]
  simp only [pow_succ, pow_zero, one_mul, Matrix.trace, Matrix.diag_apply, Matrix.mul_apply,
    Fin.sum_univ_three]
  ring

end

end ThreeElectronQuartet
```

```lean
#print axioms ThreeElectronQuartet.tensorCube_mul
#print axioms ThreeElectronQuartet.finrank_antisym
#print axioms ThreeElectronQuartet.quartet_character_three
```

```
'ThreeElectronQuartet.tensorCube_mul' depends on axioms: [propext, Classical.choice, Quot.sound]
'ThreeElectronQuartet.finrank_antisym' depends on axioms: [propext, Classical.choice, Quot.sound]
'ThreeElectronQuartet.quartet_character_three' depends on axioms: [propext, Classical.choice, Quot.sound]
```
